# Conjugation by exp(−(i/4) ω_ab σ^ab) Lorentz-transforms the Dirac gamma matrices

The metric is represented by a real function g on the spacetime indices, and its diagonal matrix G serves as both g^μν and g_μν. This works because the entries are ±1, so G is its own inverse. The parameters ω_ab are stored with both indices down, and the generator acting on vectors is the matrix product Ω = Gω, with entries ω^μ_ν.

## One ω for spinors and vectors

Let γ^μ be complex matrices with γ^μ γ^ν + γ^ν γ^μ = 2g^μν, and let ω be real and antisymmetric. Define

σ^ab = (i/2)[γ^a, γ^b]
T = −(i/4) Σ_ab ω_ab σ^ab
S = exp(T), L = exp(Ω)

Then

S⁻¹ γ^μ S = Σ_ν L^μ_ν γ^ν
Lᵀ G L = G

When a code applies S to free Dirac spinors and L to their four-momenta, this identity makes the two transformations consistent, for constant ω and finite matrices. Building S from ω and L from −ω generally breaks it, and the residual of the first equation is then nonzero. The residual does not detect the overall sign of S, which an extra 2π rotation flips while leaving L unchanged.

A small test case has g = (1, −1), ω_01 = η = −ω_10 and the matrices `gamma2` from the file. Working it out by hand gives S = diag(e^(−η/2), e^(η/2)), and L has cosh η on the diagonal and sinh η off it. For η ≠ 0 this S is not unitary, so S† cannot replace S⁻¹.

## From the commutator to the finite transformation

Moving γ^μ through a product gives

[γ^μ, γ^a γ^b] = {γ^μ, γ^a}γ^b − γ^a{γ^μ, γ^b} = 2g^μa γ^b − 2g^μb γ^a

where braces denote the anticommutator. Subtracting the same expression with a and b exchanged,

[γ^μ, [γ^a, γ^b]] = 4g^μa γ^b − 4g^μb γ^a

Since −(i/4)(i/2) = 1/8, T = (1/8) Σ_ab ω_ab [γ^a, γ^b]. The diagonal metric collapses one sum in each term, and antisymmetry makes the two terms equal:

[γ^μ, T] = ½ g(μ) Σ_ν (ω_μν − ω_νμ) γ^ν = Σ_ν Ω^μ_ν γ^ν

Now fix μ and set φ(M) = Σ_ν M^μ_ν γ^ν. By linearity φ(MΩ) = [φ(M), T]. Let

F(t) = e^(tT) φ(e^(tΩ)) e^(−tT)

With φ short for φ(e^(tΩ)), its derivative is

F′(t) = e^(tT) (Tφ + φT − Tφ − φT) e^(−tT) = 0

Hence γ^μ = F(0) = F(1) = S φ(L) S⁻¹, which is the transformation law.

For the metric, Ωᵀ = −ωG = −GΩG. Exponentiating gives Lᵀ = G L⁻¹ G, so Lᵀ G L = G L⁻¹ G G L = G.

## The Lean file

```lean
import Mathlib

open Matrix NormedSpace
open scoped Matrix.Norms.Operator

namespace DiracLorentzCovariance

noncomputable section

variable {ι n : Type*} [Fintype ι] [DecidableEq ι] [Fintype n] [DecidableEq n]

/-- The Clifford relation `γ^μ γ^ν + γ^ν γ^μ = 2 g^(μν)` for a diagonal metric with entries `g`. -/
def IsClifford (g : ι → ℝ) (γ : ι → Matrix n n ℂ) : Prop :=
  ∀ μ ν, γ μ * γ ν + γ ν * γ μ = (2 * diagonal g μ ν) • (1 : Matrix n n ℂ)

/-- The spin matrices `σ^(ab) = (i/2) [γ^a, γ^b]`. -/
def sigma (γ : ι → Matrix n n ℂ) (a b : ι) : Matrix n n ℂ :=
  (Complex.I / 2) • (γ a * γ b - γ b * γ a)

/-- The spinor generator `T = -(i/4) ω_(ab) σ^(ab)`. -/
def spinGenerator (γ : ι → Matrix n n ℂ) (ω : Matrix ι ι ℝ) : Matrix n n ℂ :=
  ∑ a, ∑ b, (-(Complex.I / 4)) • (ω a b • sigma γ a b)

/-- The spinor transformation `S = exp T`. -/
def spinor (γ : ι → Matrix n n ℂ) (ω : Matrix ι ι ℝ) : Matrix n n ℂ :=
  NormedSpace.exp (spinGenerator γ ω)

/-- The vector transformation `L`, the exponential of `ω^μ_ν = g^(μa) ω_(aν)`. -/
def lorentz (g : ι → ℝ) (ω : Matrix ι ι ℝ) : Matrix ι ι ℝ :=
  NormedSpace.exp (diagonal g * ω)

omit [Fintype ι] in
/-- For gamma matrices obeying the Clifford relation,
`[γ^μ, [γ^a, γ^b]] = 4 g^(μa) γ^b - 4 g^(μb) γ^a`. -/
theorem gamma_commutator {g : ι → ℝ} {γ : ι → Matrix n n ℂ} (h : IsClifford g γ) (μ a b : ι) :
    γ μ * (γ a * γ b - γ b * γ a) - (γ a * γ b - γ b * γ a) * γ μ
      = (4 * diagonal g μ a) • γ b - (4 * diagonal g μ b) • γ a := by
  -- write the double commutator through anticommutators
  have e : γ μ * (γ a * γ b - γ b * γ a) - (γ a * γ b - γ b * γ a) * γ μ
      = (γ μ * γ a + γ a * γ μ) * γ b - γ a * (γ μ * γ b + γ b * γ μ)
        - (γ μ * γ b + γ b * γ μ) * γ a + γ b * (γ μ * γ a + γ a * γ μ) := by
    noncomm_ring
  rw [e, h μ a, h μ b]
  simp only [smul_mul_assoc, mul_smul_comm, one_mul, mul_one]
  module

/-- For antisymmetric `ω` and gamma matrices obeying the Clifford relation,
`[γ^μ, T] = ω^μ_ν γ^ν`. -/
theorem commutator_spinGenerator {g : ι → ℝ} {γ : ι → Matrix n n ℂ} {ω : Matrix ι ι ℝ}
    (h : IsClifford g γ) (hω : ωᵀ = -ω) (μ : ι) :
    γ μ * spinGenerator γ ω - spinGenerator γ ω * γ μ
      = ∑ ν, (diagonal g * ω) μ ν • γ ν := by
  have coef : ∀ (r : ℝ) (X : Matrix n n ℂ),
      (-(Complex.I / 4)) • (r • ((Complex.I / 2) • X)) = (r / 8) • X := by
    intro r X
    ext i j
    simp only [Matrix.smul_apply, smul_eq_mul, Complex.real_smul]
    push_cast
    linear_combination (-(r : ℂ) / 8 * X i j) * Complex.I_sq
  have term : ∀ a b, γ μ * ((ω a b / 8) • (γ a * γ b - γ b * γ a))
      - ((ω a b / 8) • (γ a * γ b - γ b * γ a)) * γ μ
      = (ω a b * diagonal g μ a / 2) • γ b - (ω a b * diagonal g μ b / 2) • γ a := by
    intro a b
    rw [mul_smul_comm, smul_mul_assoc, ← smul_sub, gamma_commutator h]
    module
  -- the diagonal metric collapses one sum in each term
  have first : ∑ a, ∑ b, (ω a b * diagonal g μ a / 2) • γ b
      = ∑ b, (g μ * ω μ b / 2) • γ b := by
    rw [Finset.sum_eq_single μ]
    · exact Finset.sum_congr rfl fun b _ => by rw [diagonal_apply_eq, mul_comm (g μ)]
    · intro a _ ha
      simp [diagonal_apply_ne _ ha.symm]
    · simp
  have second : ∑ a, ∑ b, (ω a b * diagonal g μ b / 2) • γ a
      = ∑ a, (-(g μ * ω μ a / 2)) • γ a := by
    refine Finset.sum_congr rfl fun a _ => ?_
    rw [Finset.sum_eq_single μ]
    · have ha : ω a μ = -ω μ a := congrFun (congrFun hω μ) a
      rw [diagonal_apply_eq, ha]
      congr 1
      ring
    · intro b _ hb
      simp [diagonal_apply_ne _ hb.symm]
    · simp
  simp only [spinGenerator, sigma, coef, Finset.mul_sum, Finset.sum_mul,
    ← Finset.sum_sub_distrib, term]
  simp only [Finset.sum_sub_distrib]
  rw [first, second, ← Finset.sum_sub_distrib]
  refine Finset.sum_congr rfl fun ν _ => ?_
  rw [diagonal_mul]
  module

/-- If `[γ^μ, T] = Ω^μ_ν γ^ν` for all `μ`, then
`exp(T)⁻¹ γ^μ exp(T) = exp(Ω)^μ_ν γ^ν`. -/
theorem conj_exp_of_commutator {γ : ι → Matrix n n ℂ} {T : Matrix n n ℂ} {Ω : Matrix ι ι ℝ}
    (h : ∀ μ, γ μ * T - T * γ μ = ∑ ν, Ω μ ν • γ ν) (μ : ι) :
    (NormedSpace.exp T)⁻¹ * γ μ * NormedSpace.exp T
      = ∑ ν, (NormedSpace.exp Ω) μ ν • γ ν := by
  -- contraction with the gamma matrices is linear, so it can be differentiated through
  obtain ⟨φ, hφ, hd⟩ : ∃ φ : Matrix ι ι ℝ → Matrix n n ℂ,
      (∀ M, φ M = ∑ ν, M μ ν • γ ν) ∧ ∀ t : ℝ, HasDerivAt
        (fun u : ℝ => φ (NormedSpace.exp (u • Ω))) (φ (NormedSpace.exp (t • Ω) * Ω)) t := by
    let ψ : Matrix ι ι ℝ →L[ℝ] Matrix n n ℂ := LinearMap.toContinuousLinearMap
      { toFun := fun M => ∑ ν, M μ ν • γ ν
        map_add' := fun M N => by simp [add_smul, Finset.sum_add_distrib]
        map_smul' := fun c M => by simp [mul_smul, Finset.smul_sum] }
    refine ⟨fun M => ψ M, fun _ => rfl, fun t => ?_⟩
    have h2 := ψ.hasFDerivAt.comp_hasDerivAt t (hasDerivAt_exp_smul_const Ω t)
    exact h2
  have key : ∀ M, φ (M * Ω) = φ M * T - T * φ M := by
    intro M
    simp only [hφ, Finset.sum_mul, Finset.mul_sum, ← Finset.sum_sub_distrib,
      smul_mul_assoc, mul_smul_comm, ← smul_sub, h, Matrix.mul_apply, Finset.sum_smul,
      Finset.smul_sum, smul_smul]
    exact Finset.sum_comm
  have alg : ∀ A B C : Matrix n n ℂ,
      (A * T * B + A * (B * T - T * B)) * C + A * B * (-T * C) = 0 := by
    intro A B C
    noncomm_ring
  -- the back-transformed gamma matrix does not depend on the parameter t
  have hF : ∀ t : ℝ, HasDerivAt (fun t : ℝ => NormedSpace.exp (t • T)
      * φ (NormedSpace.exp (t • Ω)) * NormedSpace.exp (t • (-T))) 0 t := by
    intro t
    have h1 := hasDerivAt_exp_smul_const T t
    have h2 := hd t
    have h3 := hasDerivAt_exp_smul_const' (-T) t
    refine ((h1.fun_mul h2).fun_mul h3).congr_deriv ?_
    rw [key]
    exact alg _ _ _
  have hc : NormedSpace.exp T * φ (NormedSpace.exp Ω) * NormedSpace.exp (-T) = γ μ := by
    have h01 := is_const_of_deriv_eq_zero (fun t => (hF t).differentiableAt)
      (fun t => (hF t).deriv) 1 0
    simpa [hφ, Matrix.one_apply, NormedSpace.exp_zero] using h01
  have hS : (NormedSpace.exp T)⁻¹ * NormedSpace.exp T = 1 :=
    nonsing_inv_mul _ ((isUnit_iff_isUnit_det _).1 (Matrix.isUnit_exp T))
  rw [← hφ (NormedSpace.exp Ω), ← hc, Matrix.exp_neg]
  calc _ = ((NormedSpace.exp T)⁻¹ * NormedSpace.exp T) * φ (NormedSpace.exp Ω)
        * ((NormedSpace.exp T)⁻¹ * NormedSpace.exp T) := by simp only [mul_assoc]
    _ = _ := by rw [hS, one_mul, mul_one]

/-- For a diagonal metric with entries `±1` and antisymmetric `ω`, the matrix `L` preserves
the metric: `Lᵀ g L = g`. -/
theorem lorentz_preserves_metric {g : ι → ℝ} {ω : Matrix ι ι ℝ}
    (hg : ∀ μ, g μ = 1 ∨ g μ = -1) (hω : ωᵀ = -ω) :
    (lorentz g ω)ᵀ * diagonal g * lorentz g ω = diagonal g := by
  have hG : diagonal g * diagonal g = 1 := by
    rw [diagonal_mul_diagonal, ← diagonal_one]
    congr 1
    funext μ
    rcases hg μ with h | h <;> simp [h]
  have hinv : (diagonal g)⁻¹ = diagonal g := inv_eq_right_inv hG
  have hU : IsUnit (diagonal g) := ⟨⟨diagonal g, diagonal g, hG, hG⟩, rfl⟩
  -- transposing the generator is the same as reversing its sign and conjugating with g
  have ht : (diagonal g * ω)ᵀ = diagonal g * (-(diagonal g * ω)) * (diagonal g)⁻¹ := by
    rw [hinv, transpose_mul, diagonal_transpose, hω, mul_neg, ← mul_assoc, hG, one_mul]
  have hL : (NormedSpace.exp (diagonal g * ω))⁻¹ * NormedSpace.exp (diagonal g * ω) = 1 :=
    nonsing_inv_mul _ ((isUnit_iff_isUnit_det _).1 (Matrix.isUnit_exp _))
  unfold lorentz
  rw [← Matrix.exp_transpose, ht, Matrix.exp_conj _ _ hU, hinv, Matrix.exp_neg,
    mul_assoc (diagonal g * _), hG, mul_one, mul_assoc, hL, mul_one]

/-- Lorentz covariance of the gamma matrices: for a diagonal metric with entries `±1`, the
Clifford relation and antisymmetric `ω`, `S⁻¹ γ^μ S = L^μ_ν γ^ν`, and `L` preserves `g`. -/
theorem gamma_covariance {g : ι → ℝ} {γ : ι → Matrix n n ℂ} {ω : Matrix ι ι ℝ}
    (hg : ∀ μ, g μ = 1 ∨ g μ = -1) (h : IsClifford g γ) (hω : ωᵀ = -ω) :
    (∀ μ, (spinor γ ω)⁻¹ * γ μ * spinor γ ω = ∑ ν, lorentz g ω μ ν • γ ν) ∧
      (lorentz g ω)ᵀ * diagonal g * lorentz g ω = diagonal g :=
  ⟨conj_exp_of_commutator (commutator_spinGenerator h hω), lorentz_preserves_metric hg hω⟩


/-- Gamma matrices for one time and one space dimension. -/
def gamma2 : Fin 2 → Matrix (Fin 2) (Fin 2) ℂ := ![!![0, 1; 1, 0], !![0, 1; -1, 0]]

/-- The matrices `gamma2` obey the Clifford relation with metric `diag(1, -1)`, and the
parameter matrix with `ω_01 = η = -ω_10` is antisymmetric. -/
theorem gamma2_witness (η : ℝ) :
    IsClifford ![1, -1] gamma2 ∧ (!![0, η; -η, 0])ᵀ = -!![0, η; -η, 0] := by
  constructor
  · intro μ ν
    fin_cases μ <;> fin_cases ν <;> ext i j <;> fin_cases i <;> fin_cases j <;>
      simp [gamma2] <;> norm_num
  · ext i j
    fin_cases i <;> fin_cases j <;> simp


end

end DiracLorentzCovariance
```

```lean
#print axioms DiracLorentzCovariance.gamma_covariance
-- 'DiracLorentzCovariance.gamma_covariance' depends on axioms: [propext, Classical.choice, Quot.sound]
```

## How the statement and proof map to the physics

The type `ι` labels spacetime directions and `n` labels spinor components. They are separate types, but the Clifford relation restricts their sizes: with entries ±1 and four directions, the number of spinor components must be a multiple of four. `IsClifford g γ` is the anticommutation relation, `hω` is antisymmetry and `hg` restricts the metric to ±1. `spinor` and `lorentz` are S and L.

`gamma_commutator` and `commutator_spinGenerator` give the two commutators, `conj_exp_of_commutator` the finite law, and `lorentz_preserves_metric` the last step. `gamma_covariance` combines them. `gamma2_witness` confirms that the 1+1-dimensional matrices and parameters satisfy the Clifford and antisymmetry hypotheses.

The proof turns on `is_const_of_deriv_eq_zero`, which makes F equal at 1 and 0. The derivative lemmas place T to the right of e^(tT) and −T to the left of e^(−tT). The generators therefore meet around φ, and `noncomm_ring` cancels them.

## Orbital rotations by the same argument

`conj_exp_of_commutator` uses neither the Clifford relation nor antisymmetry, only a commutator that closes linearly on the family. Fermionic annihilation matrices a_p on finitely many orbitals, with K = Σ_rs κ_rs a†_r a_s and κ real, satisfy [a_p, K] = Σ_s κ_ps a_s. The same argument then gives the one-body orbital transformation below, which is a rotation of the orbitals when κ is antisymmetric:

e^(−K) a_p e^K = Σ_s (e^κ)_ps a_s

## Single exponentials and constant parameters

The theorem covers transformations generated by one real ω; parity and time reversal in 3+1 dimensions are not of this kind. It concerns the matrices alone, so covariance of solutions of the Dirac equation needs a further argument. The exponentials are exact, and the error of a numerical matrix exponential, which can matter at large rapidity, has to be controlled separately.
